# Local master equation for two resonant exchange-coupled qubits at a common finite, nonzero temperature: the Gibbs state of $H_0$ is stationary, that of $H_0+V$ is not

Anyone who takes the thermal state of two coupled qubits to be a steady state of a local master equation, whose dissipators are those of the uncoupled qubits, can start from a state that immediately drifts. In the resonant two-qubit model below, the Gibbs state that stays put is the one that ignores the coupling.

```lean
import Mathlib

open Matrix
open scoped Kronecker

namespace LocalMasterEquation

noncomputable section

/-- Operators on the state space of two qubits; index 0 is the upper level, 1 the lower. -/
abbrev TwoQubit := Matrix (Fin 2 × Fin 2) (Fin 2 × Fin 2) ℂ

/-- The Pauli matrix `sz` of one qubit. -/
def sz : Matrix (Fin 2) (Fin 2) ℂ := !![1, 0; 0, -1]

/-- The raising operator of one qubit. -/
def sp : Matrix (Fin 2) (Fin 2) ℂ := !![0, 1; 0, 0]

/-- The lowering operator of one qubit. -/
def sm : Matrix (Fin 2) (Fin 2) ℂ := !![0, 0; 1, 0]

/-- The bare Hamiltonian of two qubits with the same splitting `w`. -/
def H0 (w : ℝ) : TwoQubit := ((w : ℂ) / 2) • (sz ⊗ₖ 1 + 1 ⊗ₖ sz)

/-- The exchange coupling of strength `J`. -/
def V (J : ℝ) : TwoQubit := (J : ℂ) • (sp ⊗ₖ sm + sm ⊗ₖ sp)

/-- The Lindblad dissipator with jump operator `L`. -/
def dissipator (L ρ : TwoQubit) : TwoQubit :=
  L * ρ * Lᴴ - (1 / 2 : ℂ) • (Lᴴ * L * ρ + ρ * (Lᴴ * L))

/-- Local baths: each qubit decays at rate `g` and is excited at rate `r`. -/
def bath (g r : ℝ) (ρ : TwoQubit) : TwoQubit :=
  (g : ℂ) • (dissipator (sm ⊗ₖ 1) ρ + dissipator (1 ⊗ₖ sm) ρ) +
  (r : ℂ) • (dissipator (sp ⊗ₖ 1) ρ + dissipator (1 ⊗ₖ sp) ρ)

/-- The local master equation: Hamiltonian `H0 + V`, with local rates in the ratio
`exp (-β w)`. -/
def generator (β w J g : ℝ) (ρ : TwoQubit) : TwoQubit :=
  (-Complex.I) • ((H0 w + V J) * ρ - ρ * (H0 w + V J)) +
    bath g (g * Real.exp (-(β * w))) ρ

/-- The normalised Gibbs state of the Hamiltonian `H` at inverse temperature `β`. -/
def gibbs (β : ℝ) (H : TwoQubit) : TwoQubit :=
  (trace (NormedSpace.exp ((-(β : ℂ)) • H)))⁻¹ • NormedSpace.exp ((-(β : ℂ)) • H)

/-- An operator that preserves the number of excitations: `a` and `d` act on the doubly
excited and the ground level, and `b, x, y, c` form the block with one excitation. -/
def sector (a b x y c d : ℂ) : TwoQubit :=
  !![1, 0; 0, 0] ⊗ₖ !![a, 0; 0, b] + !![0, 1; 0, 0] ⊗ₖ !![0, 0; x, 0] +
  !![0, 0; 1, 0] ⊗ₖ !![0, y; 0, 0] + !![0, 0; 0, 1] ⊗ₖ !![c, 0; 0, d]

/-- Operators that preserve the number of excitations multiply block by block. -/
theorem sector_mul (a b x y c d a' b' x' y' c' d' : ℂ) :
    sector a b x y c d * sector a' b' x' y' c' d' =
      sector (a * a') (b * b' + x * y') (b * x' + x * c')
        (y * b' + c * y') (y * x' + c * c') (d * d') := by
  simp only [sector, mul_add, add_mul, ← mul_kronecker_mul, mul_fin_two]
  ext ⟨i, j⟩ ⟨k, l⟩
  fin_cases i <;> fin_cases j <;> fin_cases k <;> fin_cases l <;> simp

/-- The coupled Hamiltonian preserves the number of excitations. -/
theorem hamiltonian_eq_sector (w J : ℝ) : H0 w + V J = sector w 0 J J 0 (-w) := by
  ext ⟨i, j⟩ ⟨k, l⟩
  fin_cases i <;> fin_cases j <;> fin_cases k <;> fin_cases l <;>
    simp [H0, V, sector, sz, sp, sm]
  ring

/-- The Boltzmann operator of the coupled qubits in closed form. -/
theorem exp_hamiltonian (β w J : ℝ) :
    NormedSpace.exp ((-(β : ℂ)) • (H0 w + V J)) =
      sector (Complex.exp (-(β * w))) (Complex.cosh (β * J)) (-Complex.sinh (β * J))
        (-Complex.sinh (β * J)) (Complex.cosh (β * J)) (Complex.exp (β * w)) := by
  -- the exponential of a diagonal operator
  have hpi : ∀ (v : Fin 2 × Fin 2 → ℂ) (p : Fin 2 × Fin 2),
      NormedSpace.exp v p = NormedSpace.exp (v p) := fun v p => Pi.coe_exp v p
  have hdiag : ∀ a b c d : ℂ, sector a b 0 0 c d =
      diagonal (fun p : Fin 2 × Fin 2 => !![a, b; c, d] p.1 p.2) := by
    intro a b c d
    ext ⟨i, j⟩ ⟨k, l⟩
    fin_cases i <;> fin_cases j <;> fin_cases k <;> fin_cases l <;>
      simp [sector]
  have hexp : ∀ a b c d : ℂ, NormedSpace.exp (sector a b 0 0 c d) =
      sector (Complex.exp a) (Complex.exp b) 0 0 (Complex.exp c) (Complex.exp d) := by
    intro a b c d
    rw [hdiag, hdiag, Matrix.exp_diagonal]
    congr 1
    funext ⟨i, j⟩
    rw [hpi]
    fin_cases i <;> fin_cases j <;> simp [Complex.exp_eq_exp_ℂ]
  -- the symmetric and antisymmetric combinations diagonalise the exchange
  obtain ⟨U, hU⟩ : ∃ U, U = sector 1 1 1 1 (-1) 1 := ⟨_, rfl⟩
  obtain ⟨W, hW⟩ : ∃ W, W = sector 1 (1 / 2) (1 / 2) (1 / 2) (-1 / 2) 1 := ⟨_, rfl⟩
  have hone : sector 1 1 0 0 1 1 = 1 := by
    ext ⟨i, j⟩ ⟨k, l⟩
    fin_cases i <;> fin_cases j <;> fin_cases k <;> fin_cases l <;>
      simp [sector]
  have hUW : U * W = 1 := by
    rw [hU, hW, sector_mul, ← hone]
    congr 1 <;> norm_num
  have hunit : IsUnit U := ⟨⟨U, W, hUW, mul_eq_one_comm.mp hUW⟩, rfl⟩
  have hinv : U⁻¹ = W := Matrix.inv_eq_right_inv hUW
  have hD : (-(β : ℂ)) • (H0 w + V J) =
      U * sector (-(β * w)) (-(β * J)) 0 0 (β * J) (β * w) * U⁻¹ := by
    rw [hinv, hU, hW, sector_mul, sector_mul, hamiltonian_eq_sector]
    ext ⟨i, j⟩ ⟨k, l⟩
    fin_cases i <;> fin_cases j <;> fin_cases k <;> fin_cases l <;>
      simp [sector] <;> ring
  rw [hD, Matrix.exp_conj _ _ hunit, hexp, hinv, hU, hW, sector_mul, sector_mul]
  congr 1 <;> (try simp only [Complex.cosh, Complex.sinh]) <;> ring

/-- The action of the local baths on populations and on the exchange coherences. -/
theorem bath_sector (g r : ℝ) (a b x y c d : ℂ) :
    bath g r (sector a b x y c d) =
      sector (r * (b + c) - 2 * g * a) (g * a + r * d - (g + r) * b) (-(g + r) * x)
        (-(g + r) * y) (g * a + r * d - (g + r) * c) (g * (b + c) - 2 * r * d) := by
  have hm : smᴴ = sp := by
    ext i j; fin_cases i <;> fin_cases j <;> simp [sm, sp]
  have hp : spᴴ = sm := by
    ext i j; fin_cases i <;> fin_cases j <;> simp [sm, sp]
  simp only [bath, dissipator, sector, conjTranspose_kronecker, conjTranspose_one, hm, hp,
    mul_add, add_mul, ← mul_kronecker_mul, one_mul, mul_one]
  simp only [sm, sp, mul_fin_two, mul_zero, zero_mul, add_zero, zero_add, mul_one, one_mul]
  ext ⟨i, j⟩ ⟨k, l⟩
  fin_cases i <;> fin_cases j <;> fin_cases k <;> fin_cases l <;> simp <;> ring

/-- The rate of change of the Boltzmann operator with coupling `K` under the local master
equation with coupling `J`. -/
theorem generator_exp (β w J K g : ℝ) :
    generator β w J g (NormedSpace.exp ((-(β : ℂ)) • (H0 w + V K))) =
      sector (2 * (g * Complex.exp (-(β * w))) * (Complex.cosh (β * K) - 1))
        ((g + g * Complex.exp (-(β * w))) * (1 - Complex.cosh (β * K)))
        ((g + g * Complex.exp (-(β * w))) * Complex.sinh (β * K))
        ((g + g * Complex.exp (-(β * w))) * Complex.sinh (β * K))
        ((g + g * Complex.exp (-(β * w))) * (1 - Complex.cosh (β * K)))
        (2 * g * (Complex.cosh (β * K) - 1)) := by
  have h : Complex.exp (-(β * w)) * Complex.exp (β * w) = 1 := by
    rw [← Complex.exp_add, neg_add_cancel, Complex.exp_zero]
  have hr : ((g * Real.exp (-(β * w)) : ℝ) : ℂ) = g * Complex.exp (-(β * w)) := by simp
  rw [exp_hamiltonian, generator, hamiltonian_eq_sector]
  -- the Hamiltonian part drops out
  have hc : ∀ p q s t : ℂ, sector w 0 J J 0 (-w) * sector p q s s q t =
      sector p q s s q t * sector w 0 J J 0 (-w) := by
    intro p q s t
    rw [sector_mul, sector_mul]
    congr 1 <;> ring
  rw [hc, sub_self, smul_zero, zero_add, bath_sector, hr]
  -- detailed balance of the local rates
  congr 1 <;> first
    | ring1
    | linear_combination (g : ℂ) * h
    | linear_combination (-2 * (g : ℂ)) * h

/-- The local master equation is homogeneous in the state. -/
theorem generator_smul (β w J g : ℝ) (z : ℂ) (ρ : TwoQubit) :
    generator β w J g (z • ρ) = z • generator β w J g ρ := by
  simp only [generator, bath, dissipator, Matrix.mul_smul, Matrix.smul_mul]
  module

/-- The Gibbs state of the coupled qubits has trace one. -/
theorem trace_gibbs (β w J : ℝ) : trace (gibbs β (H0 w + V J)) = 1 := by
  have hZ : trace (NormedSpace.exp ((-(β : ℂ)) • (H0 w + V J))) =
      ((Real.exp (-(β * w)) + 2 * Real.cosh (β * J) + Real.exp (β * w) : ℝ) : ℂ) := by
    rw [exp_hamiltonian]
    simp [trace, sector, Fintype.sum_prod_type, Fin.sum_univ_two]
    ring
  have hpos : 0 < Real.exp (-(β * w)) + 2 * Real.cosh (β * J) + Real.exp (β * w) := by
    linarith [Real.exp_pos (-(β * w)), Real.cosh_pos (β * J), Real.exp_pos (β * w)]
  rw [gibbs, trace_smul, smul_eq_mul, hZ]
  exact inv_mul_cancel₀ (Complex.ofReal_ne_zero.mpr hpos.ne')

/-- The Gibbs state of the bare Hamiltonian `H0` is stationary under the local master
equation, whatever the coupling `J`. -/
theorem bare_gibbs_stationary (β w J g : ℝ) :
    generator β w J g (gibbs β (H0 w)) = 0 := by
  have hz : sector 0 0 0 0 0 0 = 0 := by
    ext ⟨i, j⟩ ⟨k, l⟩
    fin_cases i <;> fin_cases j <;> fin_cases k <;> fin_cases l <;> simp [sector]
  have h := generator_exp β w J 0 g
  have hV : V 0 = 0 := by simp [V]
  rw [hV, add_zero] at h
  rw [gibbs, generator_smul, h]
  simp [hz]

/-- For `β > 0` and `g > 0`, the Gibbs state of the full Hamiltonian `H0 + V` is stationary under
the local master equation if and only if the coupling `J` vanishes. -/
theorem coupled_gibbs_stationary_iff (β w J g : ℝ) (hβ : 0 < β) (hg : 0 < g) :
    generator β w J g (gibbs β (H0 w + V J)) = 0 ↔ J = 0 := by
  constructor
  · intro h
    rw [gibbs, generator_smul, smul_eq_zero] at h
    rcases h with h | h
    · have ht := trace_gibbs β w J
      rw [gibbs, h, zero_smul, trace_zero] at ht
      exact absurd ht zero_ne_one
    · -- the population of the ground level must not change
      have hs : ∀ a b x y c d : ℂ, sector a b x y c d (1, 1) (1, 1) = d := by
        intro a b x y c d
        simp [sector]
      rw [generator_exp] at h
      have h1 := congrFun (congrFun h (1, 1)) (1, 1)
      rw [hs, Matrix.zero_apply] at h1
      have h2 : 2 * g * (Real.cosh (β * J) - 1) = 0 := by exact_mod_cast h1
      have h3 : Real.cosh (β * J) - 1 = 0 :=
        (mul_eq_zero.mp h2).resolve_left (by positivity)
      by_contra hJ
      have h4 := Real.one_lt_cosh.mpr (mul_ne_zero hβ.ne' hJ)
      linarith
  · intro hJ
    have hV : V J = 0 := by simp [V, hJ]
    rw [hV, add_zero]
    exact bare_gibbs_stationary β w J g

end

end LocalMasterEquation
```

```lean
#print axioms LocalMasterEquation.coupled_gibbs_stationary_iff
-- 'LocalMasterEquation.coupled_gibbs_stationary_iff' depends on axioms: [propext, Classical.choice, Quot.sound]
```

## Which Gibbs state is stationary

`bare_gibbs_stationary` says that the generator vanishes on $e^{-\beta H_0}/\mathrm{Tr}\,e^{-\beta H_0}$ for all real $\beta,w,J,g$. `coupled_gibbs_stationary_iff` says that, for $\beta>0$ and $g>0$, it vanishes on the normalised Gibbs state of $H_0+V$ exactly when $J=0$. The Hamiltonian in the generator is $H_0+V$ in both cases.

## The qubits and their baths

A `TwoQubit` is a complex $4\times4$ matrix indexed by pairs. Index 0 is the upper level (for $w>0$) and 1 the lower, so the levels $00,01,10,11$ have bare energies $w,0,0,-w$. The bare Hamiltonian is $H_0=\tfrac w2(\sigma_z\otimes1+1\otimes\sigma_z)$, and the exchange coupling of strength $J$ is $V=J(\sigma_+\otimes\sigma_-+\sigma_-\otimes\sigma_+)$. Units have $\hbar=1$, and $\beta=1/(k_BT)$, with $T$ the common temperature of the baths. `generator` is $-i[H_0+V,\rho]$ plus four Lindblad dissipators: each qubit decays at rate $g$ and is excited at rate $r=ge^{-\beta w}$.

This ratio is detailed balance for a single qubit, not coupled to the other, exchanging quanta $w$ with a bath at inverse temperature $\beta$. It is postulated, not derived from a system–bath Hamiltonian. Both qubits have the same splitting and the same rates. The theorems concern stationarity only, not uniqueness of the steady state or convergence to it.

For simulations of this finite model, the result means that a local master equation cannot be assumed to preserve the thermal state of the interacting Hamiltonian.

## Why the coupled Gibbs state drifts

Everything needed has the form `sector a b x y c d`: populations $a,b,c,d$ of $00,01,10,11$, and coherences $x$ (row 01, column 10) and $y$ (its transpose position). `sector_mul` shows that such matrices multiply block by block.

Write $V_K$ for the exchange coupling of strength $K$. In the one-excitation block, $H_0+V_K$ has zero diagonal and off-diagonal entries $K$. Its eigenvectors $(|01\rangle\pm|10\rangle)/\sqrt2$ have energies $\pm K$. Transforming back gives diagonal entries $(e^{-\beta K}+e^{\beta K})/2$ and off-diagonal entries $(e^{-\beta K}-e^{\beta K})/2$, so $e^{-\beta(H_0+V_K)}$ has

$$a=e^{-\beta w},\quad b=c=\cosh\beta K,\quad x=y=-\sinh\beta K,\quad d=e^{\beta w}.$$

`exp_hamiltonian` does this with an unnormalised eigenvector matrix `U`, whose inverse `W` carries the factors $1/2$.

Next come the baths. Counting jumps into and out of each level gives

$$\dot a=r(b+c)-2ga,\quad \dot b=ga+rd-(g+r)b,\quad \dot d=g(b+c)-2rd,$$

with $\dot c$ like $\dot b$. Each jump operator annihilates either $|01\rangle$ or $|10\rangle$, so no jump transfers their coherence. Both levels are left at total rate $g+r$, hence $\dot x=-(g+r)x$, and likewise for $y$. This is `bath_sector`, checked entry by entry.

The commutator contributes nothing: blocks with equal diagonal entries and equal off-diagonal entries commute, whatever $J$ and $K$ are. Inserting the exponential and using $ge^{-\beta w}=r$ and $re^{\beta w}=g$ gives `generator_exp`:

$$\dot a=2r(\cosh\beta K-1),\quad \dot b=\dot c=(g+r)(1-\cosh\beta K),$$
$$\dot x=\dot y=(g+r)\sinh\beta K,\quad \dot d=2g(\cosh\beta K-1).$$

In Lean, `linear_combination` supplies the cancellation $e^{-\beta w}e^{\beta w}=1$.

At $K=0$ every rate of change is zero, and `generator_smul` carries this over to the normalised state. At $K=J$, stationarity forces $\dot d=0$. Since $g>0$, this means $\cosh\beta J=1$, and $\beta>0$ then gives $J=0$. `trace_gibbs` ensures that the normalising factor is nonzero, so it can be divided out. The converse is the bare case.

The same argument gives a neighbouring statement: for $\beta,g>0$ and any $J$ in the generator, the Gibbs state of $H_0+V_K$ is stationary only for $K=0$.

## Numbers for $\beta w=\beta J=\ln 2$

These values are chosen for easy arithmetic: a coupling as large as the splitting lies outside the weak-coupling regime in which such local rates are normally justified. Here $r=g/2$, $\cosh\beta J=5/4$, $\sinh\beta J=3/4$, and the trace is $\tfrac12+\tfrac52+2=5$. The normalised coupled Gibbs state has populations $0.1,\,0.25,\,0.25,\,0.4$ and coherences $-0.15$. The ground population changes at rate $g(0.5)-2(g/2)(0.4)=0.1g$, and the coherences at $0.225g$.

The bare Gibbs state has populations $\tfrac19,\tfrac29,\tfrac29,\tfrac49$. Its ground level gains $\tfrac49g$ and loses $\tfrac49g$.
